# Processing a Strang step can remove one of its two third-order error commutators

A split-operator run of N Strang steps exp(tA/2) exp(tB) exp(tA/2), with time step t, can be framed by two extra exponentials: exp(t²[A,B]/12) acts on the initial state and its inverse on the final one. The steps in between stay as they are, yet the whole run equals N processed steps, each with one commutator instead of two in its t³ error.

For a quantum Hamiltonian T + V in a finite basis, take A = −iT and B = −iV with ħ = 1 if T takes the half steps, and A = −iV and B = −iT if V does. The algebra needs only a ring R containing A and B, in which rational multiples make sense.

In Lean 4 with Mathlib:

```lean
import Mathlib

open PowerSeries Finset

namespace ProcessedStrang

noncomputable section

variable {R : Type*} [Ring R]
```

The commutator fixes the sign convention:

[a,b] = ab − ba

```lean
/-- The commutator `[a, b] = ab - ba`. -/
def comm (a b : R) : R := a * b - b * a
```

## Series in the time step

A propagator is represented here by a formal power series in t, an element of `R⟦X⟧`. The variable t commutes with everything, and `coeff n` reads off the factor of tⁿ. Products follow the Cauchy rule:

(FG)ₙ = F₀Gₙ + F₁Gₙ₋₁ + … + FₙG₀

It is needed for n = 0 to 3, with the order of the factors kept.

```lean
/-- The coefficients through third order of a product of two power series in the time step. -/
theorem coeff_mul_low (F G : R⟦X⟧) :
    coeff 0 (F * G) = coeff 0 F * coeff 0 G ∧
    coeff 1 (F * G) = coeff 0 F * coeff 1 G + coeff 1 F * coeff 0 G ∧
    coeff 2 (F * G) = coeff 0 F * coeff 2 G + coeff 1 F * coeff 1 G + coeff 2 F * coeff 0 G ∧
    coeff 3 (F * G) = coeff 0 F * coeff 3 G + coeff 1 F * coeff 2 G + coeff 2 F * coeff 1 G
      + coeff 3 F * coeff 0 G := by
  refine ⟨?_, ?_, ?_, ?_⟩ <;>
    simp only [PowerSeries.coeff_mul, Finset.Nat.sum_antidiagonal_eq_sum_range_succ_mk,
      Finset.sum_range_succ, Finset.sum_range_zero, zero_add, Nat.reduceSub, Nat.sub_zero,
      Nat.sub_self]
```

The exponential is defined by all its coefficients, without truncation:

exp(tᵏa) = Σₘ tᵏᵐ aᵐ/m!, k ≥ 1

Only powers of t divisible by k appear.

```lean
variable [Algebra ℚ R]

/-- The exponential `exp(t^k a)` as a formal power series in the time step `t`, for `k ≥ 1`. -/
def expSeries (k : ℕ) (a : R) : R⟦X⟧ :=
  PowerSeries.mk fun n => if k ∣ n then ((n / k).factorial : ℚ)⁻¹ • a ^ (n / k) else 0
```

The Strang step is

S = exp(tA/2) exp(tB) exp(tA/2)

```lean
/-- The Strang step `exp(tA/2) exp(tB) exp(tA/2)`. -/
def strang (A B : R) : R⟦X⟧ :=
  expSeries 1 ((1 / 2 : ℚ) • A) * expSeries 1 B * expSeries 1 ((1 / 2 : ℚ) • A)
```

For rational c, the processed step is

P = exp(−c t²[A,B]) S exp(c t²[A,B])

```lean
/-- The processed step `exp(-c t²[A,B]) S exp(c t²[A,B])`, where `S` is the Strang step. -/
def processed (c : ℚ) (A B : R) : R⟦X⟧ :=
  expSeries 2 (-(c • comm A B)) * strang A B * expSeries 2 (c • comm A B)
```

Through third order,

exp(ta) = 1 + ta + t²a²/2 + t³a³/6 + …

```lean
/-- The coefficients of `exp(ta)` through third order are `1`, `a`, `a²/2`, `a³/6`. -/
theorem coeff_exp_one (a : R) :
    coeff 0 (expSeries 1 a) = 1 ∧ coeff 1 (expSeries 1 a) = a ∧
    coeff 2 (expSeries 1 a) = (1 / 2 : ℚ) • (a * a) ∧
    coeff 3 (expSeries 1 a) = (1 / 6 : ℚ) • (a * a * a) := by
  refine ⟨?_, ?_, ?_, ?_⟩ <;> rw [expSeries, PowerSeries.coeff_mk] <;>
    norm_num [Nat.factorial, pow_succ]
```

exp(t²a) = 1 + t²a + 0·t³ + …

```lean
/-- The coefficients of `exp(t²a)` through third order are `1`, `0`, `a`, `0`. -/
theorem coeff_exp_two (a : R) :
    coeff 0 (expSeries 2 a) = 1 ∧ coeff 1 (expSeries 2 a) = 0 ∧
    coeff 2 (expSeries 2 a) = a ∧ coeff 3 (expSeries 2 a) = 0 := by
  refine ⟨?_, ?_, ?_, ?_⟩ <;> rw [expSeries, PowerSeries.coeff_mk] <;>
    norm_num [Nat.factorial]
```

## What conjugation does to the error

Let S = 1 + ts₁ + t²s₂ + t³s₃ + … be any series with constant term 1, and let g be in R. Multiplying out (1 − t²g) S (1 + t²g) gives

t²: s₂ + g − g = s₂
t³: s₃ + s₁g − gs₁ = s₃ + [s₁,g]

In the proof, `interval_cases n` separates the low orders and `abel` cancels the terms in g.

```lean
/-- Conjugating a step `S = 1 + t s + ...` by `exp(t²g)` changes nothing through second order
and adds the commutator `[s, g]` at third order. -/
theorem coeff_conjugate (S : R⟦X⟧) (g : R) (h0 : coeff 0 S = 1) :
    (∀ n < 3, coeff n (expSeries 2 (-g) * S * expSeries 2 g) = coeff n S) ∧
    coeff 3 (expSeries 2 (-g) * S * expSeries 2 g) = coeff 3 S + comm (coeff 1 S) g := by
  constructor
  · intro n hn
    interval_cases n <;>
      simp only [coeff_mul_low, coeff_exp_two, h0, one_mul, mul_one, zero_mul, mul_zero,
        add_zero, zero_add]
    abel
  · simp only [coeff_mul_low, coeff_exp_two, h0, comm, one_mul, mul_one, zero_mul, mul_zero,
      add_zero, zero_add, neg_mul]
    abel
```

For the Strang step, s₁ = A + B and s₂ = (A+B)²/2, as in exp(t(A+B)). At third order,

s₃ = A³/6 + (A²B + 2ABA + BA²)/8 + (AB² + B²A)/4 + B³/6

Subtracting (A+B)³/6 leaves

−(A²B − 2ABA + BA²)/24 − (2BAB − AB² − B²A)/12 = −[A,[A,B]]/24 − [B,[A,B]]/12

With g = c[A,B], conjugation adds c[A,[A,B]] + c[B,[A,B]]. The theorem therefore says that P agrees with exp(t(A+B)) through t², and that the t³ coefficient of the difference is

(c − 1/24)[A,[A,B]] + (c − 1/12)[B,[A,B]]

The expansion is done by `simp only`, and `module` compares the rational coefficients.

```lean
/-- The processed Strang step agrees with `exp(t(A+B))` through second order, and its third-order
error is `(c - 1/24)[A,[A,B]] + (c - 1/12)[B,[A,B]]`. -/
theorem processed_error (c : ℚ) (A B : R) :
    (∀ n < 3, coeff n (processed c A B) = coeff n (expSeries 1 (A + B))) ∧
    coeff 3 (processed c A B - expSeries 1 (A + B)) =
      (c - 1 / 24) • comm A (comm A B) + (c - 1 / 12) • comm B (comm A B) := by
  have h0 : coeff 0 (strang A B) = 1 := by
    simp only [strang, coeff_mul_low, coeff_exp_one, mul_one]
  have h1 : coeff 1 (strang A B) = A + B := by
    simp only [strang, coeff_mul_low, coeff_exp_one, mul_one, one_mul]
    module
  obtain ⟨hlow, h3⟩ := coeff_conjugate (strang A B) (c • comm A B) h0
  constructor
  · intro n hn
    rw [processed, hlow n hn]
    interval_cases n <;>
      simp only [strang, coeff_mul_low, coeff_exp_one, mul_one, one_mul, mul_add, add_mul,
        smul_mul_assoc, mul_smul_comm] <;> module
  · -- the Strang error and the commutator from the processor are added up
    rw [map_sub, processed, h3, h1]
    simp only [strang, comm, coeff_mul_low, coeff_exp_one, mul_one, one_mul, mul_add, add_mul,
      mul_sub, sub_mul, smul_mul_assoc, mul_smul_comm, mul_assoc]
    module
```

Setting c = 1/12 leaves [A,[A,B]]/24.

```lean
/-- With the processor `exp(t²[A,B]/12)` the third-order error of the Strang step is
`[A,[A,B]]/24`. -/
theorem processed_twelfth (A B : R) :
    coeff 3 (processed (1 / 12) A B - expSeries 1 (A + B)) =
      (1 / 24 : ℚ) • comm A (comm A B) := by
  rw [(processed_error _ A B).2]
  module
```

Setting c = 1/24 removes the other commutator and leaves −[B,[A,B]]/24.

```lean
/-- With the processor `exp(t²[A,B]/24)` the third-order error of the Strang step is
`-[B,[A,B]]/24`. -/
theorem processed_twentyfourth (A B : R) :
    coeff 3 (processed (1 / 24) A B - expSeries 1 (A + B)) =
      -((1 / 24 : ℚ) • comm B (comm A B)) := by
  rw [(processed_error _ A B).2]
  module
```

## One processor for the whole run

The two outer exponentials are inverse to each other to all orders. The coefficient of tᵏᵐ in exp(−tᵏa) exp(tᵏa) is

Σ_{i+j=m} (−a)ⁱaʲ/(i! j!) = (−a + a)ᵐ/m!

which is 1 for m = 0 and 0 otherwise. The proof first discards the pairs of exponents that are not both multiples of k, then applies the binomial theorem, which holds because −a and a commute.

```lean
/-- For `k ≥ 1`, `exp(-t^k a) exp(t^k a) = 1` to all orders in the time step. -/
theorem exp_neg_mul_exp {k : ℕ} (hk : 0 < k) (a : R) :
    expSeries k (-a) * expSeries k a = 1 := by
  ext n
  rw [PowerSeries.coeff_mul, PowerSeries.coeff_one]
  simp only [expSeries, PowerSeries.coeff_mk]
  by_cases hn : k ∣ n
  · obtain ⟨m, rfl⟩ := hn
    -- only pairs of multiples of k contribute
    trans ∑ p ∈ antidiagonal m,
      ((p.1.factorial : ℚ)⁻¹ • (-a) ^ p.1) * ((p.2.factorial : ℚ)⁻¹ • a ^ p.2)
    · symm
      refine Finset.sum_of_injOn (fun p : ℕ × ℕ => (k * p.1, k * p.2)) ?_ ?_ ?_ ?_
      · rintro ⟨i, j⟩ _ ⟨i', j'⟩ _ h
        simp only [Prod.mk.injEq] at h
        exact Prod.ext (Nat.eq_of_mul_eq_mul_left hk h.1) (Nat.eq_of_mul_eq_mul_left hk h.2)
      · rintro ⟨i, j⟩ h
        simp only [Finset.mem_coe, Finset.HasAntidiagonal.mem_antidiagonal] at h ⊢
        rw [← h, mul_add]
      · rintro ⟨i, j⟩ h hne
        simp only [Finset.HasAntidiagonal.mem_antidiagonal] at h
        by_cases hi : k ∣ i
        · by_cases hj : k ∣ j
          · obtain ⟨i', rfl⟩ := hi
            obtain ⟨j', rfl⟩ := hj
            have hm : i' + j' = m := Nat.eq_of_mul_eq_mul_left hk (by rw [mul_add]; exact h)
            exact absurd ⟨(i', j'),
              Finset.mem_coe.2 (Finset.HasAntidiagonal.mem_antidiagonal.2 hm), rfl⟩ hne
          · simp [hj]
        · simp [hi]
      · rintro ⟨i, j⟩ _
        simp only [dvd_mul_right, if_true, Nat.mul_div_cancel_left _ hk]
    -- the binomial theorem sums the remaining terms
    · have hb : ∑ p ∈ antidiagonal m,
          ((p.1.factorial : ℚ)⁻¹ • (-a) ^ p.1) * ((p.2.factorial : ℚ)⁻¹ • a ^ p.2)
          = (m.factorial : ℚ)⁻¹ • (-a + a) ^ m := by
        rw [(Commute.neg_left (Commute.refl a)).add_pow', Finset.smul_sum]
        refine Finset.sum_congr rfl ?_
        rintro ⟨i, j⟩ h
        have hm : i + j = m := Finset.HasAntidiagonal.mem_antidiagonal.1 h
        subst hm
        dsimp only
        rw [smul_mul_smul_comm, ← Nat.cast_smul_eq_nsmul ℚ, smul_smul]
        congr 1
        have q : ((i + j).choose i : ℚ) * i.factorial * j.factorial = (i + j).factorial := by
          have h' := Nat.choose_mul_factorial_mul_factorial (Nat.le_add_right i j)
          rw [Nat.add_sub_cancel_left] at h'
          exact_mod_cast h'
        have hi : (i.factorial : ℚ) ≠ 0 := by exact_mod_cast i.factorial_ne_zero
        have hj : (j.factorial : ℚ) ≠ 0 := by exact_mod_cast j.factorial_ne_zero
        have hc : ((i + j).choose i : ℚ) ≠ 0 := by
          exact_mod_cast (Nat.choose_pos (Nat.le_add_right i j)).ne'
        rw [← q]
        field_simp
      rw [hb, neg_add_cancel]
      rcases m with _ | m
      · simp
      · simp [hk.ne']
  · have h0 : n ≠ 0 := by
      rintro rfl
      exact hn (dvd_zero k)
    rw [if_neg h0]
    refine Finset.sum_eq_zero ?_
    rintro ⟨i, j⟩ h
    have hs : i + j = n := Finset.HasAntidiagonal.mem_antidiagonal.1 h
    by_cases hi : k ∣ i
    · have hj : ¬ k ∣ j := fun hj => hn (hs ▸ dvd_add hi hj)
      simp [hj]
    · simp [hi]
```

Write K = exp(c t²[A,B]), so that P = K⁻¹SK. Neighbouring processors cancel:

Pᴺ = K⁻¹S(KK⁻¹)S … SK = K⁻¹SᴺK

The proof is an induction on N.

```lean
/-- `N` processed steps equal `N` plain Strang steps with the processor `exp(c t²[A,B])` applied
once at the beginning and its inverse once at the end. -/
theorem processed_pow (c : ℚ) (A B : R) (N : ℕ) :
    processed c A B ^ N =
      expSeries 2 (-(c • comm A B)) * strang A B ^ N * expSeries 2 (c • comm A B) := by
  have hK : expSeries 2 (c • comm A B) * expSeries 2 (-(c • comm A B)) = 1 := by
    simpa only [neg_neg] using exp_neg_mul_exp (k := 2) (by norm_num) (-(c • comm A B))
  induction N with
  | zero => rw [pow_zero, pow_zero, mul_one, exp_neg_mul_exp (by norm_num)]
  | succ N ih =>
    rw [pow_succ, ih, pow_succ, processed]
    -- neighbouring processors cancel
    calc _ = expSeries 2 (-(c • comm A B)) * strang A B ^ N *
          (expSeries 2 (c • comm A B) * expSeries 2 (-(c • comm A B))) *
          strang A B * expSeries 2 (c • comm A B) := by simp only [mul_assoc]
      _ = _ := by rw [hK, mul_one]; simp only [mul_assoc]
```

## A two-level example

The following matrices test the algebra. They are not anti-Hermitian, so they are not of the form −iT and −iV with Hermitian T and V. Take A = (0 1; 0 0) and B = (0 0; 1 0). Then

[A,B] = (1 0; 0 −1)
[A,[A,B]] = (0 −2; 0 0)
[B,[A,B]] = (0 0; 2 0)

The t³ error has upper-right entry 1/12 − 2c and lower-left entry 2c − 1/6. At t = 1/10, the plain step (c = 0) has third-order errors 1/12000 and −1/6000; with c = 1/12 they become −1/12000 and 0. The entries vanish at different values of c, so no rational c in this family removes both.

```lean
/-- For the two-level raising and lowering matrices, no rational `c` in the processor
`exp(c t²[A,B])` removes the whole third-order error. -/
theorem third_order_error_persists (c : ℚ) :
    coeff 3 (processed c (!![0, 1; 0, 0] : Matrix (Fin 2) (Fin 2) ℚ) !![0, 0; 1, 0]
      - expSeries 1 (!![0, 1; 0, 0] + !![0, 0; 1, 0])) ≠ 0 := by
  have hA : comm (!![0, 1; 0, 0] : Matrix (Fin 2) (Fin 2) ℚ)
      (comm !![0, 1; 0, 0] !![0, 0; 1, 0]) = !![0, -2; 0, 0] := by
    ext i j
    fin_cases i <;> fin_cases j <;> norm_num [comm, Matrix.mul_apply, Fin.sum_univ_succ]
  have hB : comm (!![0, 0; 1, 0] : Matrix (Fin 2) (Fin 2) ℚ)
      (comm !![0, 1; 0, 0] !![0, 0; 1, 0]) = !![0, 0; 2, 0] := by
    ext i j
    fin_cases i <;> fin_cases j <;> norm_num [comm, Matrix.mul_apply, Fin.sum_univ_succ]
  rw [(processed_error c _ _).2, hA, hB]
  intro h
  -- the two off-diagonal entries demand different values of c
  have h01 := congrFun (congrFun h 0) 1
  have h10 := congrFun (congrFun h 1) 0
  simp [sub_eq_zero] at h01 h10
  linarith

end

end ProcessedStrang
```

```lean
#print axioms ProcessedStrang.processed_twelfth
#print axioms ProcessedStrang.processed_twentyfourth
#print axioms ProcessedStrang.processed_pow
#print axioms ProcessedStrang.third_order_error_persists
```

```
'ProcessedStrang.processed_twelfth' depends on axioms: [propext, Classical.choice, Quot.sound]
'ProcessedStrang.processed_twentyfourth' depends on axioms: [propext, Classical.choice, Quot.sound]
'ProcessedStrang.processed_pow' depends on axioms: [propext, Classical.choice, Quot.sound]
'ProcessedStrang.third_order_error_persists' depends on axioms: [propext, Classical.choice, Quot.sound]
```

These are statements about coefficients: they give no convergence and no bound on the remainder at a finite t. Modelling A and B as bounded operators, with t a real number and convergent exponentials, would allow a norm estimate of order t⁴ for what is left after the t³ term, but would require a norm and completeness that a general R lacks.
